# The Chachiyo correlation energy for a < 0 < b: negative, increasing in r, with a logarithmic and a 1/r limit

A correlation energy fitted at a few densities can match all of them and still have the wrong sign or the wrong limit elsewhere. A local-density calculation on an atom could meet such a fault, because the density runs from high values near the nucleus to almost nothing in the tail. For the Chachiyo form

e(r) = a ln(1 + b/r + b/r²), a < 0 < b,

the sign, the monotonicity and both limits can be settled for all r > 0 at once. Here r is the density parameter of the uniform electron gas: the radius, in bohr, of a sphere that holds one electron on average. Small r means high density.

## The energy and its potential

```lean
import Mathlib

open Filter Topology Set

namespace ChachiyoCorrelation

noncomputable section
```

The first line loads Mathlib, which supplies the real numbers, the logarithm, derivatives and limits. The `open` line allows short names for limits and intervals.

```lean
/-- The Chachiyo correlation energy per electron at density parameter `r`,
with parameters `a` and `b`. -/
def energy (a b r : ℝ) : ℝ := a * Real.log (1 + b / r + b / r ^ 2)
```

This is the formula above, with a, b and r as real numbers. The definition puts no condition on their signs; each theorem states the conditions it needs.

```lean
/-- The correlation potential `e - (r/3) e'` belonging to the Chachiyo energy `e`. -/
def potential (a b r : ℝ) : ℝ := energy a b r - r / 3 * deriv (energy a b) r
```

The correlation potential is the derivative of the energy density n e with respect to the density n. Since r is proportional to n^(−1/3), we have n dr/dn = −r/3, and so

v(r) = d(n e)/dn = e(r) − (r/3) e′(r).

The file takes the last expression as its definition, with `deriv (energy a b) r` for e′(r).

## Separating the logarithm

```lean
/-- For `b, r > 0` the energy equals `a (ln (r² + b r + b) - 2 ln r)`. -/
theorem energy_eq_log_sub_log (a : ℝ) {b r : ℝ} (hb : 0 < b) (hr : 0 < r) :
    energy a b r = a * (Real.log (r ^ 2 + b * r + b) - 2 * Real.log r) := by
  have h : 1 + b / r + b / r ^ 2 = (r ^ 2 + b * r + b) / r ^ 2 := by
    field_simp
  have hq : r ^ 2 + b * r + b ≠ 0 := by positivity
  have hr2 : r ^ 2 ≠ 0 := by positivity
  unfold energy
  rw [h, Real.log_div hq hr2, Real.log_pow]
  norm_num
```

The entries `(hb : 0 < b)` and `(hr : 0 < r)` are hypotheses; the claim follows the last colon before `:=`. Write q(r) = r² + br + b. Over a common denominator,

1 + b/r + b/r² = q(r)/r²,

and therefore

e(r) = a (ln q(r) − 2 ln r).

In the proof, `field_simp` checks the fraction, `positivity` shows that q(r) and r² are nonzero, and the rules for the logarithm of a quotient and of a power do the rest. The sign of a plays no part.

```lean
/-- The derivative of the correlation energy with respect to the density parameter. -/
theorem hasDerivAt_energy (a : ℝ) {b r : ℝ} (hb : 0 < b) (hr : 0 < r) :
    HasDerivAt (energy a b) (-(a * b * (r + 2)) / (r * (r ^ 2 + b * r + b))) r := by
  have hq0 : r ^ 2 + b * r + b ≠ 0 := by positivity
  have hq : HasDerivAt (fun x : ℝ => x ^ 2 + b * x + b) (2 * r + b) r := by
    have h := (((hasDerivAt_id' r).fun_pow 2).fun_add
      ((hasDerivAt_id' r).const_mul b)).add_const b
    exact h.congr_deriv (by norm_num)
  have h := ((hq.log hq0).fun_sub
    ((Real.hasDerivAt_log hr.ne').const_mul 2)).const_mul a
  refine (h.congr_of_eventuallyEq ?_).congr_deriv ?_
  · filter_upwards [Ioi_mem_nhds hr] with x hx
    exact energy_eq_log_sub_log a hb hx
  · field_simp
    ring
```

`HasDerivAt f d r` says that f is differentiable at r with derivative d. The theorem assumes b > 0 and r > 0. By hand, q′(r) = 2r + b, so

e′(r) = a ((2r + b)/q(r) − 2/r)
= a (2r² + br − 2r² − 2br − 2b)/(r q(r))
= −ab(r + 2)/(r q(r)).

Lean differentiates the separated form in the same way. The equality of that form with e was proved for positive arguments only, but a derivative depends only on values near r, and `filter_upwards` supplies the equality there. The final `field_simp` and `ring` carry out the algebra.

## Sign and monotonicity

```lean
/-- For `a < 0 < b` the correlation energy is negative at every `r > 0`. -/
theorem energy_neg {a b r : ℝ} (ha : a < 0) (hb : 0 < b) (hr : 0 < r) :
    energy a b r < 0 := by
  have h1 : 0 < b / r := by positivity
  have h2 : 0 < b / r ^ 2 := by positivity
  exact mul_neg_of_neg_of_pos ha (Real.log_pos (by linarith))
```

For r > 0 both b/r and b/r² are positive. The argument of the logarithm exceeds 1, its logarithm is positive, and multiplication by a < 0 makes the energy negative. The proof follows these steps in order.

```lean
/-- For `a < 0 < b` the correlation energy increases strictly with `r` on `r > 0`. -/
theorem energy_strictMonoOn {a b : ℝ} (ha : a < 0) (hb : 0 < b) :
    StrictMonoOn (energy a b) (Ioi 0) := by
  intro x hx y hy hxy
  have hx' : 0 < x := hx
  have hy' : 0 < y := hy
  have h1 : b / y < b / x := div_lt_div_of_pos_left hb hx' hxy
  have h2 : b / y ^ 2 < b / x ^ 2 :=
    div_lt_div_of_pos_left hb (by positivity) (by nlinarith)
  have hpos : 0 < 1 + b / y + b / y ^ 2 := by positivity
  -- the logarithm decreases, and the negative prefactor reverses the order
  exact mul_lt_mul_of_neg_left (Real.log_lt_log hpos (by linarith)) ha
```

`Ioi 0` is the interval (0, ∞), and `StrictMonoOn` says that x < y implies e(x) < e(y) for any two points in it. If 0 < x < y, then b/y < b/x and b/y² < b/x², so

ln(1 + b/y + b/y²) < ln(1 + b/x + b/x²).

Multiplying by the negative a reverses the inequality and gives e(x) < e(y). The correlation energy per electron becomes less negative as the gas is diluted.

## The two density limits

```lean
/-- High-density limit: once `-2a ln r` is removed, the energy tends to `a ln b`. -/
theorem energy_high_density (a : ℝ) {b : ℝ} (hb : 0 < b) :
    Tendsto (fun r => energy a b r + 2 * a * Real.log r) (𝓝[>] 0)
      (𝓝 (a * Real.log b)) := by
  have hc : Continuous (fun r : ℝ => r ^ 2 + b * r + b) := by fun_prop
  have h0 : Tendsto (fun r : ℝ => r ^ 2 + b * r + b) (𝓝 0)
      (𝓝 ((0 : ℝ) ^ 2 + b * 0 + b)) := hc.tendsto 0
  rw [show (0 : ℝ) ^ 2 + b * 0 + b = b by ring] at h0
  have hq := h0.mono_left (nhdsWithin_le_nhds (s := Ioi (0 : ℝ)))
  refine ((hq.log hb.ne').const_mul a).congr' ?_
  filter_upwards [self_mem_nhdsWithin] with r hr
  have hr' : 0 < r := hr
  rw [energy_eq_log_sub_log a hb hr']
  ring
```

`Tendsto f (𝓝[>] 0) (𝓝 L)` means that f(r) → L as r → 0 from the right. The separated form gives, for r > 0,

e(r) + 2a ln r = a ln q(r).

As r → 0, q(r) → b by continuity. Since b > 0, the logarithm is continuous there, and the right-hand side tends to a ln b. In Lean, `h0` is the limit of q, `hq.log` passes it through the logarithm, and the closing lines replace a ln q(r) by the left-hand side.

```lean
/-- Low-density limit: `r` times the energy tends to `ab`. -/
theorem energy_low_density (a : ℝ) {b : ℝ} (hb : 0 < b) :
    Tendsto (fun r => r * energy a b r) atTop (𝓝 (a * b)) := by
  have hinv : Tendsto (fun r : ℝ => r⁻¹) atTop (𝓝 0) := tendsto_inv_atTop_zero
  have hU : Tendsto (fun r : ℝ => b + b * r⁻¹) atTop (𝓝 b) := by
    simpa using (hinv.const_mul b).const_add b
  have hD : Tendsto (fun r : ℝ => 1 + b * r⁻¹ + b * r⁻¹ ^ 2) atTop (𝓝 1) := by
    simpa using ((hinv.const_mul b).const_add 1).add ((hinv.pow 2).const_mul b)
  have hL : Tendsto (fun r : ℝ => (b + b * r⁻¹) / (1 + b * r⁻¹ + b * r⁻¹ ^ 2))
      atTop (𝓝 b) := by
    have h := hU.div hD one_ne_zero
    rw [div_one] at h
    exact h
  have hN : ∀ r : ℝ, 0 < r → b + b * r⁻¹ = r * ((1 + b / r + b / r ^ 2) - 1) := by
    intro r hr
    field_simp
    ring
  -- squeeze the logarithm by 1 - 1/x ≤ ln x ≤ x - 1
  have key : Tendsto (fun r : ℝ => r * Real.log (1 + b / r + b / r ^ 2))
      atTop (𝓝 b) := by
    refine tendsto_of_tendsto_of_tendsto_of_le_of_le' hL hU ?_ ?_
    · filter_upwards [eventually_gt_atTop (0 : ℝ)] with r hr
      have hx : 0 < 1 + b / r + b / r ^ 2 := by positivity
      have hD' : 1 + b * r⁻¹ + b * r⁻¹ ^ 2 = 1 + b / r + b / r ^ 2 := by ring
      rw [hD', hN r hr, mul_div_assoc, sub_div, div_self hx.ne', one_div]
      exact mul_le_mul_of_nonneg_left (Real.one_sub_inv_le_log_of_pos hx) hr.le
    · filter_upwards [eventually_gt_atTop (0 : ℝ)] with r hr
      have hx : 0 < 1 + b / r + b / r ^ 2 := by positivity
      rw [hN r hr]
      exact mul_le_mul_of_nonneg_left (Real.log_le_sub_one_of_pos hx) hr.le
  refine (key.const_mul a).congr (fun r => ?_)
  unfold energy
  exact mul_left_comm _ _ _
```

`atTop` stands for r → ∞. Put x = 1 + b/r + b/r². For x > 0,

1 − 1/x ≤ ln x ≤ x − 1.

Multiply by r > 0 and use r(x − 1) = b + b/r:

(b + b/r)/(1 + b/r + b/r²) ≤ r ln x ≤ b + b/r.

Both outer expressions tend to b, so r ln x → b, and multiplying by a gives r e(r) → ab. In the proof, `hU` and `hL` are the limits of the upper and lower bounds, `hN` is the identity for r(x − 1), and `key` is the squeeze.

```lean
/-- For `a < 0 < b` the Chachiyo energy is negative and strictly increasing on `r > 0`,
behaves as `-2a ln r + a ln b` at high density, and as `ab/r` at low density. -/
theorem chachiyo_correlation_energy {a b : ℝ} (ha : a < 0) (hb : 0 < b) :
    (∀ r, 0 < r → energy a b r < 0) ∧
    StrictMonoOn (energy a b) (Ioi 0) ∧
    Tendsto (fun r => energy a b r + 2 * a * Real.log r) (𝓝[>] 0)
      (𝓝 (a * Real.log b)) ∧
    Tendsto (fun r => r * energy a b r) atTop (𝓝 (a * b)) :=
  ⟨fun _ hr => energy_neg ha hb hr, energy_strictMonoOn ha hb,
    energy_high_density a hb, energy_low_density a hb⟩
```

The symbol ∧ means "and", and the proof lists the four results already obtained. For local-density calculations that use this two-parameter model of the uniform gas, they fix the sign at every density and the behaviour in both limits, whatever values a < 0 and b > 0 take. How closely the formula follows the true correlation energy is a separate question, which these theorems leave open.

## The known logarithmic coefficient

```lean
/-- With `a = (ln 2 - 1)/(2π²)`, subtracting `((1 - ln 2)/π²) ln r` from the energy
leaves the finite high-density limit `a ln b`. -/
theorem energy_high_density_special {b : ℝ} (hb : 0 < b) :
    Tendsto (fun r => energy ((Real.log 2 - 1) / (2 * Real.pi ^ 2)) b r
        - (1 - Real.log 2) / Real.pi ^ 2 * Real.log r) (𝓝[>] 0)
      (𝓝 ((Real.log 2 - 1) / (2 * Real.pi ^ 2) * Real.log b)) := by
  refine (energy_high_density ((Real.log 2 - 1) / (2 * Real.pi ^ 2)) hb).congr
    (fun r => ?_)
  ring
```

Here a is no longer free. With a = (ln 2 − 1)/(2π²),

2a = −(1 − ln 2)/π²,

so the previous high-density limit becomes this one after a rewriting by `ring`. The number (1 − ln 2)/π² is the coefficient of ln r in the high-density expansion of the correlation energy per electron of the spin-unpolarised electron gas, in hartree. The file takes this value as given and does not derive it from the many-electron problem; b may be any positive number.

## The potential in closed form

```lean
/-- The correlation potential in closed form. -/
theorem potential_eq (a : ℝ) {b r : ℝ} (hb : 0 < b) (hr : 0 < r) :
    potential a b r =
      energy a b r + a * b * (r + 2) / (3 * (r ^ 2 + b * r + b)) := by
  have hq0 : r ^ 2 + b * r + b ≠ 0 := by positivity
  have h : r / 3 * (-(a * b * (r + 2)) / (r * (r ^ 2 + b * r + b))) =
      -(a * b * (r + 2) / (3 * (r ^ 2 + b * r + b))) := by
    field_simp
  unfold potential
  rw [(hasDerivAt_energy a hb hr).deriv, h, sub_neg_eq_add]
```

For b > 0 and r > 0, inserting the derivative into the definition of v cancels the factor r:

v(r) = e(r) + ab(r + 2)/(3 q(r)).

The step `h` is this cancellation, and `.deriv` turns the earlier `HasDerivAt` statement into the value of e′(r).

```lean
/-- For `a < 0 < b` and `r > 0` the correlation potential lies strictly below the correlation energy
per electron. -/
theorem potential_lt_energy {a b r : ℝ} (ha : a < 0) (hb : 0 < b) (hr : 0 < r) :
    potential a b r < energy a b r := by
  have hnum : a * b * (r + 2) < 0 :=
    mul_neg_of_neg_of_pos (mul_neg_of_neg_of_pos ha hb) (by linarith)
  have hden : 0 < 3 * (r ^ 2 + b * r + b) := by positivity
  have h := div_neg_of_neg_of_pos hnum hden
  rw [potential_eq a hb hr]
  linarith

end

end ChachiyoCorrelation
```

For a < 0 < b and r > 0, the numerator ab(r + 2) is negative and the denominator 3q(r) is positive. The added term is therefore negative, and v(r) < e(r). The names `hnum` and `hden` record the two signs, and `linarith` draws the conclusion.

```lean
#print axioms ChachiyoCorrelation.chachiyo_correlation_energy
-- 'ChachiyoCorrelation.chachiyo_correlation_energy' depends on axioms: [propext, Classical.choice, Quot.sound]
#print axioms ChachiyoCorrelation.energy_high_density_special
-- 'ChachiyoCorrelation.energy_high_density_special' depends on axioms: [propext, Classical.choice, Quot.sound]
#print axioms ChachiyoCorrelation.potential_lt_energy
-- 'ChachiyoCorrelation.potential_lt_energy' depends on axioms: [propext, Classical.choice, Quot.sound]
```
